# A mirror lowers a three-dimensional oscillator's zero-point energy at first order in the coupling

A harmonic oscillator with three modes of frequency `w` is coupled to a mirror with dimensionless strength `t`, which changes the two parallel frequencies to w√(1 − t) and the normal one to w√(1 − 2t). With ħ = 1, `shift w t` is half the sum of these frequencies minus the uncoupled zero-point energy 3w/2. The theorem `shift_first_order` states that this function of `t` has derivative −w at t = 0, for every real `w`, so that the shift is −wt to first order. The proof differentiates √(1 − ct) at zero for general `c`, rewrites the shift in closed form, and combines the cases c = 2 and c = 1.

The first attempt, which Lean rejects:

```lean
import Mathlib

open Matrix Filter Topology

namespace ShiftFirstOrder

noncomputable section

/-- Frequencies of the two parallel modes and the normal mode at coupling `t ≤ 1/2`. -/
def modeFrequency (w t : ℝ) : Fin 3 → ℝ :=
  ![w * √(1 - t), w * √(1 - t), w * √(1 - 2 * t)]

/-- Change of the zero-point energy caused by the mirror at coupling `t ≤ 1/2`, with `ħ = 1`. -/
def shift (w t : ℝ) : ℝ := ∑ i, modeFrequency w t i / 2 - 3 * w / 2

/-- The zero-point shift in closed form. -/
theorem shift_eq (w t : ℝ) :
    shift w t = w / 2 * (√(1 - 2 * t) + 2 * √(1 - t) - 3) := by
  have h : shift w t = w * √(1 - t) / 2 + w * √(1 - t) / 2 + w * √(1 - 2 * t) / 2
      - 3 * w / 2 := by
    rw [shift, Fin.sum_univ_three]
    rfl
  rw [h]
  ring

/-- The slope of the shift at zero coupling is `-w`, so its first-order value is `-wt`. -/
theorem shift_first_order (w : ℝ) : HasDerivAt (shift w) (-w) 0 := by
  have h : ∀ c : ℝ, HasDerivAt (fun t : ℝ => √(1 - c * t)) (-c / 2) 0 := by
    intro c
    have hi : HasDerivAt (fun t : ℝ => 1 - c * t) (-c) 0 := by
      convert ((hasDerivAt_id' (0 : ℝ)).const_mul c).const_sub 1 using 1
      ring
    convert hi.sqrt (by norm_num) using 1
    rw [mul_zero, sub_zero, Real.sqrt_one, mul_one]
  have e : shift w = fun t => w / 2 * (√(1 - 2 * t) + 2 * √(1 - 1 * t) - 3) := by
    funext t
    rw [shift_eq, one_mul]
  rw [e]
  convert (((h 2).fun_add ((h 1).const_mul 2)).sub_const 3).const_mul (w / 2) using 1
  ring

end

end ShiftFirstOrder
```

Compiling this gives:

```
Main.lean:32:6: error: `ring_nf` made no progress on the goal
Main.lean:40:2: error: `ring_nf` made no progress on the goal
```

What went wrong. Both messages say that `ring` met a goal on which its fallback `ring_nf` could change nothing. The derivatives are not at fault. In the first place the rules give `-(c * 1)` where `-c` is wanted, in the second `w / 2 * (-2 / 2 + 2 * (-1 / 2))` where `-w` is wanted, and `ring` proves both equalities.

So the goal it met was a different one. `convert ... using 1` matches the two `HasDerivAt` statements argument by argument and leaves an equation for each pair it cannot identify. These arguments include the function and the implicit structures on `ℝ` as well as the derivative. The messages don't show which equation was left over.

The repair uses `congr_deriv` in both places. It replaces only the derivative's value and asks for a proof of that one equality, which `ring` supplies. The other arguments are left to `exact`, which accepts them if they agree by unfolding definitions, as they do here.

The change, after which it compiles:

```diff
@@ -29,6 +29,5 @@
     intro c
     have hi : HasDerivAt (fun t : ℝ => 1 - c * t) (-c) 0 := by
-      convert ((hasDerivAt_id' (0 : ℝ)).const_mul c).const_sub 1 using 1
-      ring
+      exact (((hasDerivAt_id' (0 : ℝ)).const_mul c).const_sub 1).congr_deriv (by ring)
     convert hi.sqrt (by norm_num) using 1
     rw [mul_zero, sub_zero, Real.sqrt_one, mul_one]
@@ -37,6 +36,6 @@
     rw [shift_eq, one_mul]
   rw [e]
-  convert (((h 2).fun_add ((h 1).const_mul 2)).sub_const 3).const_mul (w / 2) using 1
-  ring
+  exact ((((h 2).fun_add ((h 1).const_mul 2)).sub_const 3).const_mul (w / 2)).congr_deriv
+    (by ring)
 
 end
```
